# With a symmetric force-constant matrix C, every motion x'' = −Cx is bounded exactly when C is positive definite

Whether a set of coupled oscillators, displaced from equilibrium, stays near it or runs away is a question about all its possible motions. We therefore fix what a motion is: a pair of trajectories, displacement \(x(t)\) and velocity \(v(t)\) in \(\mathbb{R}^n\), defined for all real \(t\) and satisfying

\[
x' = v, \qquad v' = -Cx .
\]

This is the same as a twice differentiable solution of \(x'' = -Cx\). The real \(n\times n\) matrix \(C\) holds the force constants; many texts call it \(K\), or the Hessian.

## Oscillators near an equilibrium

Expanding a potential energy to second order about an equilibrium gives, apart from a constant, \(\tfrac12\, x\cdot Cx\), with \(C\) symmetric because it is a matrix of second derivatives. The masses are set to one. Unequal masses \(m_i\) are absorbed by using \(\sqrt{m_i}\,u_i\) as coordinates, where \(u_i\) is the ordinary displacement, and by mass-weighting the force constants accordingly.

For finitely many classical Drude oscillators with dipole coupling, \(C\) contains the restoring constants and the coupling, and its loss of positive definiteness is the polarisation catastrophe of this harmonic model. In a normal-mode calculation, also harmonic, a negative eigenvalue of \(C\) is reported as an imaginary frequency.

The step from the model to a real molecule is the harmonic approximation itself: once the molecule is strongly distorted, anharmonic forces decide what happens next.

## The criterion in words

The main theorem, `dynamicallyStable_iff_posDef`, says that for symmetric \(C\) every motion is bounded if and only if \(C\) is positive definite. Its ingredients are these.

- The finite type `n` labels the coordinates, and a configuration is a function `n → ℝ`.
- `IsMotion C x v` states the two equations of motion component by component, with `HasDerivAt`.
- `Bounded x` means that one constant \(R\) satisfies \(|x_i(t)|\le R\) for all components and all past and future times. The constant may differ from one motion to another.
- `DynamicallyStable C` means that every motion under \(C\) is bounded. There is no damping, so stability here doesn't mean a return to equilibrium.
- `C.PosDef` means that \(C\) is symmetric and \(z\cdot Cz>0\) for every \(z\neq0\).

A zero eigenvalue already violates the criterion. The Hessian of a free molecule at an energy minimum is an example: rigid translations cost no energy, and the molecule can drift away even if its internal vibrations remain bounded. Such a molecule is still commonly called stable, because translations and rotations are set aside before the eigenvalues are judged.

## Energy confines the motion

Let

\[
E=\tfrac12\,(v\cdot v+x\cdot Cx).
\]

Symmetry gives \(x\cdot Cv=v\cdot Cx\), and therefore

\[
E' = v\cdot v'+\tfrac12\,(v\cdot Cx+x\cdot Cv)
   = -v\cdot Cx+v\cdot Cx=0 .
\]

Now let \(C\) be positive definite. Apply a static unit force to coordinate \(i\). The resulting displacement \(y\) solves \(Cy=e_i\), where \(e_i\) is the \(i\)-th unit vector, so \(y=C^{-1}e_i\). Its \(i\)-th component is the static response \(a_i=(C^{-1})_{ii}\). For every \(z\) we have \(z\cdot Cy=z_i\). In particular \(a_i=y\cdot Cy>0\), since \(y\neq0\).

Insert the vector \(a_i x-x_i y\) into the quadratic form:

\[
\begin{aligned}
0&\le (a_i x-x_i y)\cdot C(a_i x-x_i y)\\
 &=a_i^2\,x\cdot Cx-2a_i x_i^2+a_i x_i^2\\
 &=a_i\,(a_i\,x\cdot Cx-x_i^2).
\end{aligned}
\]

Dividing by \(a_i>0\) gives \(x_i^2\le a_i\,x\cdot Cx\), which is the Cauchy–Schwarz inequality in the form defined by \(C\). Since \(x\cdot Cx=2E-v\cdot v\le 2E\), at all times

\[
x_i(t)^2\le 2E\,(C^{-1})_{ii}.
\]

A soft coordinate, one with a large static response, may thus swing further at the same energy. All components obey the common bound \(|x_i(t)|\le\bigl(2E\sum_j a_j\bigr)^{1/2}\).

## Zero and negative modes escape

Suppose that \(C\) is symmetric but not positive definite. By the spectral theorem it has an eigenvector \(w\neq0\) with eigenvalue \(\lambda\le0\).

If \(\lambda=0\), take \(x(t)=t\,w\). Then \(x''=0\) and \(-Cx=-t\,Cw=0\), so this is a motion. Some component \(w_i\) is nonzero, and \(|t\,w_i|\) exceeds every bound.

If \(\lambda<0\), put \(\kappa=\sqrt{-\lambda}\), so that \(Cw=-\kappa^2w\), and take \(x(t)=e^{\kappa t}w\). Then

\[
x''=\kappa^2e^{\kappa t}w=-Cx ,
\]

and the motion is unbounded as \(t\to\infty\). In both cases one unbounded motion is enough to refute stability, which completes the equivalence.

## One oscillator, and a speed limit for the drift

For \(n=1\) with force constant \(c>0\), the amplitude bound reads \(x^2\le 2E/c\), which is the classical turning point. At fixed \(E>0\) it diverges as \(c\to0^+\), and at \(c=0\) the particle is free and drifts.

The same energy argument limits the drift. If \(C\) is symmetric with \(z\cdot Cz\ge0\) for all \(z\), then \(v\cdot v\le2E\), and hence \(|x_i(t)-x_i(0)|\le\sqrt{2E}\,|t|\). With zero modes but no negative ones, escape is at most linear in time. This bound is an addition by hand to the theorems below.

## The complete Lean file

```lean
import Mathlib

open Matrix

namespace DynamicalStability

noncomputable section

variable {n : Type*} [Fintype n]

/-- The trajectory `x` with velocity `v` obeys the equation of motion `x'' = -C x`
for unit masses and force-constant matrix `C`. -/
structure IsMotion (C : Matrix n n ℝ) (x v : ℝ → n → ℝ) : Prop where
  velocity : ∀ t i, HasDerivAt (fun s => x s i) (v t i) t
  newton : ∀ t i, HasDerivAt (fun s => v s i) (-((C *ᵥ x t) i)) t

/-- One constant bounds all components of the trajectory at all past and future times. -/
def Bounded (x : ℝ → n → ℝ) : Prop := ∃ R : ℝ, ∀ t i, |x t i| ≤ R

/-- Every motion under the force constants `C` is bounded over all time. -/
def DynamicallyStable (C : Matrix n n ℝ) : Prop :=
  ∀ x v : ℝ → n → ℝ, IsMotion C x v → Bounded x

/-- Kinetic plus harmonic potential energy at displacement `x` and velocity `v`. -/
def energy (C : Matrix n n ℝ) (x v : n → ℝ) : ℝ := (v ⬝ᵥ v + x ⬝ᵥ C *ᵥ x) / 2

/-- For symmetric force constants the bilinear form `x · C y` is symmetric. -/
lemma form_symm {C : Matrix n n ℝ} (hC : C.IsSymm) (x y : n → ℝ) :
    x ⬝ᵥ C *ᵥ y = y ⬝ᵥ C *ᵥ x := by
  rw [Matrix.dotProduct_mulVec, ← Matrix.mulVec_transpose, hC.eq, dotProduct_comm]

/-- For symmetric force constants the energy is conserved along every motion. -/
theorem energy_conserved {C : Matrix n n ℝ} (hC : C.IsSymm) {x v : ℝ → n → ℝ}
    (h : IsMotion C x v) (t : ℝ) : energy C (x t) (v t) = energy C (x 0) (v 0) := by
  have hd : ∀ t, HasDerivAt (fun s => energy C (x s) (v s)) 0 t := by
    intro t
    have h1 : ∀ i, HasDerivAt (fun s => (C *ᵥ x s) i) ((C *ᵥ v t) i) t := by
      intro i
      simp only [Matrix.mulVec, dotProduct]
      exact HasDerivAt.fun_sum fun j _ => (h.velocity t j).const_mul (C i j)
    have h2 : HasDerivAt (fun s => v s ⬝ᵥ v s)
        (∑ i, (-((C *ᵥ x t) i) * v t i + v t i * -((C *ᵥ x t) i))) t := by
      simp only [dotProduct]
      exact HasDerivAt.fun_sum fun i _ => (h.newton t i).fun_mul (h.newton t i)
    have h3 : HasDerivAt (fun s => x s ⬝ᵥ C *ᵥ x s)
        (∑ i, (v t i * (C *ᵥ x t) i + x t i * (C *ᵥ v t) i)) t := by
      simp only [dotProduct]
      exact HasDerivAt.fun_sum fun i _ => (h.velocity t i).fun_mul (h1 i)
    -- the power of the force cancels the change of potential energy
    have e1 : ∑ i, (C *ᵥ x t) i * v t i = ∑ i, v t i * (C *ᵥ x t) i :=
      Finset.sum_congr rfl fun i _ => mul_comm _ _
    have e2 : ∑ i, x t i * (C *ᵥ v t) i = ∑ i, v t i * (C *ᵥ x t) i :=
      form_symm hC (x t) (v t)
    refine ((h2.fun_add h3).div_const 2).congr_deriv ?_
    simp only [Finset.sum_add_distrib, neg_mul, mul_neg, Finset.sum_neg_distrib]
    linarith
  exact is_const_of_deriv_eq_zero (fun s => (hd s).differentiableAt) (fun s => (hd s).deriv) t 0

/-- For positive definite `C` the static response `(C⁻¹)ᵢᵢ` is positive, and the displacement
satisfies `xᵢ² ≤ (C⁻¹)ᵢᵢ (x · C x)`. -/
theorem sq_le_response [DecidableEq n] {C : Matrix n n ℝ} (hC : C.PosDef) (x : n → ℝ) (i : n) :
    0 < C⁻¹ i i ∧ x i ^ 2 ≤ C⁻¹ i i * (x ⬝ᵥ C *ᵥ x) := by
  have hs : C.IsSymm :=
    (Matrix.conjTranspose_eq_transpose_of_trivial C).symm.trans hC.isHermitian.eq
  have hpos : ∀ z : n → ℝ, z ≠ 0 → 0 < z ⬝ᵥ C *ᵥ z := fun z hz => by
    simpa only [star_trivial] using hC.dotProduct_mulVec_pos hz
  -- y is the static displacement under a unit force on coordinate i
  obtain ⟨y, hy⟩ : ∃ y : n → ℝ, y = fun j => C⁻¹ j i := ⟨_, rfl⟩
  have hCy : C *ᵥ y = fun j => if j = i then 1 else 0 := by
    ext j
    have h := congrFun (congrFun (Matrix.mul_nonsing_inv C hC.det_pos.ne'.isUnit) j) i
    rw [Matrix.mul_apply, Matrix.one_apply] at h
    rw [hy]
    exact h
  have hz : ∀ z : n → ℝ, z ⬝ᵥ C *ᵥ y = z i := fun z => by
    rw [hCy]
    simp [dotProduct]
  have hyx : y ⬝ᵥ C *ᵥ x = x i := (form_symm hs y x).trans (hz x)
  have hyi : y i = C⁻¹ i i := by rw [hy]
  have hy0 : y ≠ 0 := by
    intro h0
    have h := congrFun hCy i
    simp [h0] at h
  have ha : 0 < y i := by
    rw [← hz y]
    exact hpos y hy0
  -- Cauchy-Schwarz in the form defined by C
  have h : 0 ≤ (y i • x - x i • y) ⬝ᵥ C *ᵥ (y i • x - x i • y) := by
    by_cases h0 : y i • x - x i • y = 0
    · simp [h0]
    · exact (hpos _ h0).le
  simp only [Matrix.mulVec_sub, Matrix.mulVec_smul, sub_dotProduct, dotProduct_sub,
    smul_dotProduct, dotProduct_smul, smul_eq_mul, hz, hyx, Pi.sub_apply, Pi.smul_apply] at h
  rw [← hyi]
  exact ⟨ha, le_of_mul_le_mul_left (by linarith) ha⟩

/-- For positive definite `C`, a motion of energy `E` satisfies `xᵢ(t)² ≤ 2 E (C⁻¹)ᵢᵢ`
at all times. -/
theorem amplitude_bound [DecidableEq n] {C : Matrix n n ℝ} (hC : C.PosDef) {x v : ℝ → n → ℝ}
    (h : IsMotion C x v) (t : ℝ) (i : n) :
    x t i ^ 2 ≤ 2 * energy C (x 0) (v 0) * C⁻¹ i i := by
  have hs : C.IsSymm :=
    (Matrix.conjTranspose_eq_transpose_of_trivial C).symm.trans hC.isHermitian.eq
  have hv : 0 ≤ v t ⬝ᵥ v t := Finset.sum_nonneg fun i _ => mul_self_nonneg _
  have hle : x t ⬝ᵥ C *ᵥ x t ≤ 2 * energy C (x 0) (v 0) := by
    rw [← energy_conserved hs h t]
    unfold energy
    linarith
  obtain ⟨ha, hb⟩ := sq_le_response hC (x t) i
  linarith [mul_le_mul_of_nonneg_left hle ha.le]

omit [Fintype n] in
/-- Motion along a nonzero mode `w` is unbounded if its amplitude `f` exceeds every value. -/
lemma mode_unbounded {w : n → ℝ} {f : ℝ → ℝ} (h0 : w ≠ 0) (hf : ∀ M, ∃ t, M ≤ f t) :
    ¬ Bounded (fun t => f t • w) := by
  rintro ⟨R, hR⟩
  obtain ⟨i, hi⟩ := Function.ne_iff.mp h0
  have hp : 0 < |w i| := abs_pos.mpr hi
  obtain ⟨t, ht⟩ := hf ((|R| + 1) / |w i|)
  have h : |f t * w i| ≤ R := hR t i
  rw [abs_mul] at h
  rw [div_le_iff₀ hp] at ht
  linarith [mul_le_mul_of_nonneg_right (le_abs_self (f t)) hp.le, le_abs_self R]

/-- A zero mode `C w = 0`, `w ≠ 0`, permits the linear drift `x(t) = t w`,
which is unbounded. -/
theorem zero_mode_drift {C : Matrix n n ℝ} {w : n → ℝ} (hw : C *ᵥ w = 0) (h0 : w ≠ 0) :
    IsMotion C (fun t => t • w) (fun _ => w) ∧ ¬ Bounded (fun t : ℝ => t • w) := by
  refine ⟨⟨fun t i => ?_, fun t i => ?_⟩,
    mode_unbounded (f := fun t => t) h0 fun M => ⟨M, le_rfl⟩⟩
  · exact ((hasDerivAt_id' t).mul_const (w i)).congr_deriv (one_mul _)
  · exact (hasDerivAt_const t (w i)).congr_deriv (by simp [Matrix.mulVec_smul, hw])

/-- A mode `C w = -κ² w` with `w ≠ 0` and `κ > 0` permits the motion `x(t) = exp(κ t) w`,
which is unbounded. -/
theorem unstable_mode_growth {C : Matrix n n ℝ} {w : n → ℝ} {κ : ℝ} (hκ : 0 < κ)
    (hw : C *ᵥ w = (-κ ^ 2) • w) (h0 : w ≠ 0) :
    IsMotion C (fun t => Real.exp (κ * t) • w) (fun t => (κ * Real.exp (κ * t)) • w) ∧
      ¬ Bounded (fun t : ℝ => Real.exp (κ * t) • w) := by
  have he : ∀ t, HasDerivAt (fun s => Real.exp (κ * s)) (κ * Real.exp (κ * t)) t := fun t =>
    ((hasDerivAt_id' t).const_mul κ).exp.congr_deriv (by ring)
  refine ⟨⟨fun t i => (he t).mul_const (w i), fun t i => ?_⟩,
    mode_unbounded (f := fun t => Real.exp (κ * t)) h0 fun M => ⟨M / κ, ?_⟩⟩
  · refine (((he t).const_mul κ).mul_const (w i)).congr_deriv ?_
    show _ = -((C *ᵥ (Real.exp (κ * t) • w)) i)
    rw [Matrix.mulVec_smul, hw]
    simp only [Pi.smul_apply, smul_eq_mul]
    ring
  · have e : κ * (M / κ) = M := by field_simp
    show M ≤ Real.exp (κ * (M / κ))
    rw [e]
    linarith [Real.add_one_le_exp M]

/-- Dynamical stability criterion: for symmetric force constants `C`, every solution of
`x'' = -C x` is bounded over all time if and only if `C` is positive definite. -/
theorem dynamicallyStable_iff_posDef {C : Matrix n n ℝ} (hC : C.IsSymm) :
    DynamicallyStable C ↔ C.PosDef := by
  classical
  constructor
  · intro hst
    have hH : C.IsHermitian := (Matrix.conjTranspose_eq_transpose_of_trivial C).trans hC.eq
    rw [hH.posDef_iff_eigenvalues_pos]
    intro j
    by_contra hneg
    -- a normal mode whose squared frequency is not positive
    have hw : C *ᵥ (hH.eigenvectorBasis j).ofLp
        = hH.eigenvalues j • (hH.eigenvectorBasis j).ofLp := hH.mulVec_eigenvectorBasis j
    have h0 : (hH.eigenvectorBasis j).ofLp ≠ 0 := by
      intro h
      apply hH.eigenvectorBasis.orthonormal.ne_zero j
      ext i
      exact congrFun h i
    rcases lt_or_eq_of_le (not_lt.mp hneg) with hlt | heq
    · have hk : -√(-hH.eigenvalues j) ^ 2 = hH.eigenvalues j := by
        rw [Real.sq_sqrt (by linarith), neg_neg]
      obtain ⟨hm, hb⟩ := unstable_mode_growth (C := C)
        (Real.sqrt_pos.mpr (neg_pos.mpr hlt)) (by rw [hk]; exact hw) h0
      exact hb (hst _ _ hm)
    · rw [heq, zero_smul] at hw
      obtain ⟨hm, hb⟩ := zero_mode_drift hw h0
      exact hb (hst _ _ hm)
  · -- the amplitude bounds of all coordinates add up to a common bound
    intro hP x v h
    refine ⟨∑ i, (2 * energy C (x 0) (v 0) * C⁻¹ i i + 1), fun t i => ?_⟩
    have hsum := Finset.single_le_sum
      (f := fun i => 2 * energy C (x 0) (v 0) * C⁻¹ i i + 1)
      (fun j _ => by
        have := amplitude_bound hP h 0 j
        have := sq_nonneg (x 0 j)
        show 0 ≤ 2 * energy C (x 0) (v 0) * C⁻¹ j j + 1
        linarith) (Finset.mem_univ i)
    have hb := amplitude_bound hP h t i
    have habs : |x t i| ≤ x t i ^ 2 + 1 := by
      nlinarith [sq_abs (x t i), sq_nonneg (|x t i| - 1), abs_nonneg (x t i)]
    exact (habs.trans (by linarith)).trans hsum

end

end DynamicalStability
```

```lean
#print axioms DynamicalStability.dynamicallyStable_iff_posDef
```

```
'DynamicalStability.dynamicallyStable_iff_posDef' depends on axioms: [propext, Classical.choice, Quot.sound]
```

## From energy conservation to the amplitude bound

`form_symm` is the identity \(x\cdot Cy=y\cdot Cx\). In `energy_conserved`, `h1` differentiates \(Cx\), while `h2` and `h3` differentiate \(v\cdot v\) and \(x\cdot Cx\) by the product rule. The equalities `e1` and `e2` bring all terms to the form \(v\cdot Cx\), where they cancel; `e2` is the place where symmetry enters. A function on the real line whose derivative vanishes everywhere is constant, so the energy at time \(t\) equals that at time 0.

`sq_le_response` introduces `y` as column \(i\) of the inverse matrix. `hCy` is the equation \(Cy=e_i\), and `hz` is \(z\cdot Cy=z_i\). The hypothesis `h` near the end is the nonnegative quadratic form written above; `simp only` expands it, and `le_of_mul_le_mul_left` cancels the positive factor \(a_i\). `amplitude_bound` then drops the kinetic energy and combines the result with conservation.

## From an eigenvector to an unbounded motion

`mode_unbounded` treats both kinds of escape at once. For a motion \(f(t)\,w\) and a supposed bound \(R\), it selects a component with \(w_i\neq0\) and a time at which \(f(t)\ge(|R|+1)/|w_i|\), which contradicts the bound.

`zero_mode_drift` applies this with \(f(t)=t\). `unstable_mode_growth` applies it with \(f(t)=e^{\kappa t}\): to exceed a given \(M\) it takes \(t=M/\kappa\) and uses \(e^M\ge M+1\). Both theorems also verify the equations of motion. The expression `-κ ^ 2` is read as \(-(\kappa^2)\).

## Assembling the equivalence

In the direction from stability to positive definiteness, `posDef_iff_eigenvalues_pos` reduces the goal to the positivity of each eigenvalue. Assuming that one is not positive, the proof takes the corresponding vector of the orthonormal eigenbasis and splits into the cases \(\lambda<0\) and \(\lambda=0\). The matching escape theorem yields a motion that contradicts stability.

In the other direction, the code needs one constant for all coordinates. It uses \(|x_i|\le x_i^2+1\) and takes

\[
R=\sum_j\bigl(2E\,(C^{-1})_{jj}+1\bigr),
\]

which is cruder than the square-root bound above and avoids square roots. Every summand is nonnegative, so `Finset.single_le_sum` bounds each one by the whole sum.
